# Spurious 1/R attraction of a neutral ZORA atom in the uniform potential of a distant positive charge

Place a point charge q > 0 far from a neutral atom, at distance R. In atomic units, each of the N electrons gains the energy −q/R, the nucleus of charge N gains +Nq/R, and the two contributions cancel. In the zeroth-order regular approximation (ZORA), the potential also appears in a denominator, so an orbital energy doesn't simply follow a constant shift of the potential. For independent electrons, with the distant charge's potential included in that denominator, the cancellation is then incomplete.

## The slope of a ZORA level and the 1/R tail

Let the distant charge act as a constant shift d = −q/R over the whole atom. With finite orthonormal bases for the large and small components, take the ZORA Hamiltonian in the matrix form

H(d) = V + d + c² P† G(d)⁻¹ P,  G(d) = 2c² − W − d.

Here c is the speed of light, P is the matrix of σ·p from the large-component to the small-component space, and V and W are the Hermitian matrices of the potential in these two spaces. The matrix inverse G(d)⁻¹ stands for the inverse of the operator, which in a finite basis it in general only approximates. G(0) is assumed invertible, so G(d) is invertible for small d.

Since G(0) = G(d) + d, multiplying by G(0)⁻¹ on the left and G(d)⁻¹ on the right gives

G(d)⁻¹ = G(0)⁻¹ + d G(0)⁻¹G(d)⁻¹.

Hence

H(d) = H(0) + d K(d),  K(d) = 1 + c² P† G(0)⁻¹G(d)⁻¹ P.

Follow a level H(d)φ(d) = e(d)φ(d), with φ continuous at d = 0 and φ(0) of unit norm. Project on φ(0). Because H(0) is Hermitian, ⟨φ(0), H(0)φ(d)⟩ = e(0)⟨φ(0), φ(d)⟩, so for small d ≠ 0

(e(d) − e(0))/d = ⟨φ(0), K(d)φ(d)⟩ / ⟨φ(0), φ(d)⟩.

As d → 0 the denominator tends to 1 and the numerator to ⟨φ(0), K(0)φ(0)⟩. Therefore

e′(0) = 1 + c²⟨Pφ(0), G(0)⁻²Pφ(0)⟩ = 1 + s,  s = ‖c G(0)⁻¹Pφ(0)‖².

The excess s is the squared norm of the small component that belongs to φ(0).

For N occupied levels, let U(R) = Σe_i(−q/R) + Nq/R. Each R(e_i(−q/R) − e_i(0)) tends to −q(1 + s_i), and the nuclear term adds Nq:

R(U(R) − Σe_i(0)) → −qN − qΣs_i + Nq = −qΣs_i.

If c ≠ 0 and some Pφ_i(0) ≠ 0, this limit is negative, and U(R) lies below Σe_i(0) at all large R.

For a single level with numbers v, w, p in place of the matrices and w < 2c²,

U(R) − e(0) = −(q/R) c²p² / [(2c² − w)(2c² − w + q/R)],

which shows the tail directly. Its coefficient, −q c²p²/(2c² − w)², vanishes as c → ∞ with v, w and p fixed.

Unit eigenvectors at every shift are not enough if orbitals at neighbouring shifts are unrelated. Take c = 1, W = 0, P = 0, V = diag(0, 1) and N = 1, and choose the first basis vector at d = 0 but the second at d ≠ 0. Then e(0) = 0 and e(d) = 1 + d otherwise, so R(U(R) − e(0)) = R diverges.

For non-interacting electrons in an atomic potential that is held fixed apart from the shift d, the result shows how ZORA's gauge dependence, its incorrect response to a constant shift of the potential, can contaminate the long-range part of an atom–ion energy curve.

## The shifted Hamiltonian and its levels in Lean

The index types `n` and `m` label the large- and small-component bases; `m` is not a mass.

```lean
import Mathlib

open Matrix Filter Topology

namespace ZoraSpuriousAttraction

noncomputable section

variable {n m : Type*} [Fintype n] [DecidableEq n] [Fintype m] [DecidableEq m]
```

`gap` is the denominator G(d), not an excitation gap.

```lean
/-- The ZORA denominator `2c² - W - d` for a potential `W` shifted by the constant `d`. -/
def gap (c : ℝ) (W : Matrix m m ℂ) (d : ℝ) : Matrix m m ℂ :=
  ((2 * c ^ 2 - d : ℝ) : ℂ) • (1 : Matrix m m ℂ) - W

/-- The ZORA Hamiltonian `V + d + c² P† (2c² - W - d)⁻¹ P` in a potential shifted by `d`,
meant for shifts at which `2c² - W - d` is invertible. -/
def zora (c : ℝ) (V : Matrix n n ℂ) (W : Matrix m m ℂ) (P : Matrix m n ℂ) (d : ℝ) :
    Matrix n n ℂ :=
  V + (d : ℂ) • (1 : Matrix n n ℂ) + ((c ^ 2 : ℝ) : ℂ) • (Pᴴ * (gap c W d)⁻¹ * P)
```

The next two definitions give the small component and its squared norm s. The orbital φ alone is normalised, not the pair of components.

```lean
/-- The small component `c (2c² - W)⁻¹ P φ` of an orbital `φ`, for invertible `2c² - W`. -/
def smallComp (c : ℝ) (W : Matrix m m ℂ) (P : Matrix m n ℂ) (φ : n → ℂ) : m → ℂ :=
  (c : ℂ) • ((gap c W 0)⁻¹ *ᵥ (P *ᵥ φ))

/-- The squared norm of the small component of `φ`, for invertible `2c² - W`. -/
def smallWeight (c : ℝ) (W : Matrix m m ℂ) (P : Matrix m n ℂ) (φ : n → ℂ) : ℝ :=
  ∑ k, ‖smallComp c W P φ k‖ ^ 2
```

`response` is the matrix K(d).

```lean
/-- The response `1 + c² P† (2c² - W)⁻¹ (2c² - W - d)⁻¹ P` to a potential shift `d`,
meant for invertible `2c² - W` and `2c² - W - d`. -/
def response (c : ℝ) (W : Matrix m m ℂ) (P : Matrix m n ℂ) (d : ℝ) : Matrix n n ℂ :=
  1 + ((c ^ 2 : ℝ) : ℂ) • (Pᴴ * ((gap c W 0)⁻¹ * (gap c W d)⁻¹) * P)
```

A level needs the eigenvalue equation only for shifts near zero, and unit norm only at zero. Differentiability of the energy is not assumed.

```lean
/-- A ZORA level followed through small potential shifts `d`: an orbital `φ d` with energy
`e d`, continuous and of unit norm at `d = 0`. -/
structure IsLevel (c : ℝ) (V : Matrix n n ℂ) (W : Matrix m m ℂ) (P : Matrix m n ℂ)
    (φ : ℝ → n → ℂ) (e : ℝ → ℝ) : Prop where
  cont : ContinuousAt φ 0
  unit : star (φ 0) ⬝ᵥ φ 0 = 1
  eigen : ∀ᶠ d in 𝓝 (0 : ℝ), zora c V W P d *ᵥ φ d = (e d : ℂ) • φ d
```

`totalEnergy` is U(R). The N levels need not be the lowest or even distinct, and there is no self-consistency or electron–electron term. The step left to physics is the replacement of the charge's position-dependent potential by the constant −q/R across the atom.

```lean
/-- Orbital energies of `N` electrons at distance `R ≠ 0` from a charge `q`, which shifts their
potential by `-q/R`, plus the repulsion `Nq/R` between `q` and a nucleus of charge `N`. -/
def totalEnergy {N : ℕ} (e : Fin N → ℝ → ℝ) (q R : ℝ) : ℝ :=
  ∑ i, e i (-q / R) + N * q / R
```

## Hermiticity and the exact effect of a shift

```lean
variable {c : ℝ} {V : Matrix n n ℂ} {W : Matrix m m ℂ} {P : Matrix m n ℂ}

lemma star_real (r : ℝ) : star (r : ℂ) = r := Complex.conj_ofReal r
```

G(d) is Hermitian and continuous in d, and H(d) is Hermitian.

```lean
omit [Fintype m] in
lemma gap_star (hW : W.IsHermitian) (d : ℝ) : (gap c W d)ᴴ = gap c W d := by
  rw [gap, conjTranspose_sub, conjTranspose_smul, conjTranspose_one, hW.eq, star_real]

omit [Fintype m] in
lemma gap_continuous : Continuous (gap c W) :=
  ((Complex.continuous_ofReal.comp (continuous_const.sub continuous_id)).smul
    continuous_const).sub continuous_const

omit [Fintype n] in
/-- For Hermitian `V` and `W` the ZORA Hamiltonian is Hermitian at every shift. -/
theorem zora_isHermitian (hV : V.IsHermitian) (hW : W.IsHermitian) (d : ℝ) :
    (zora c V W P d).IsHermitian := by
  unfold Matrix.IsHermitian zora
  rw [conjTranspose_add, conjTranspose_add, conjTranspose_smul, conjTranspose_smul,
    conjTranspose_one, conjTranspose_mul, conjTranspose_mul, conjTranspose_conjTranspose,
    conjTranspose_nonsing_inv, gap_star hW, hV.eq, star_real, star_real, Matrix.mul_assoc]
```

In `zora_shift`, `e1` is G(0) = G(d) + d, `e3` is the resolvent identity, and `e4` places it between P† and P.

```lean
omit [Fintype n] in
/-- If `2c² - W` and `2c² - W - d` are invertible, the shift changes the ZORA Hamiltonian by
exactly `d` times the response matrix. -/
theorem zora_shift {d : ℝ} (h0 : (gap c W 0).det ≠ 0) (hd : (gap c W d).det ≠ 0) :
    zora c V W P d = zora c V W P 0 + (d : ℂ) • response c W P d := by
  have e1 : gap c W 0 = gap c W d + (d : ℂ) • (1 : Matrix m m ℂ) := by
    simp only [gap]
    push_cast
    module
  have e2 : (gap c W 0)⁻¹ * (gap c W d + (d : ℂ) • (1 : Matrix m m ℂ)) = 1 := by
    rw [← e1]
    exact nonsing_inv_mul _ (isUnit_iff_ne_zero.mpr h0)
  -- the resolvent identity
  have e3 : (gap c W d)⁻¹ = (gap c W 0)⁻¹ + (d : ℂ) • ((gap c W 0)⁻¹ * (gap c W d)⁻¹) := by
    calc (gap c W d)⁻¹
        = (gap c W 0)⁻¹ * (gap c W d + (d : ℂ) • (1 : Matrix m m ℂ)) * (gap c W d)⁻¹ := by
          rw [e2, Matrix.one_mul]
      _ = (gap c W 0)⁻¹ * (gap c W d * (gap c W d)⁻¹)
            + (d : ℂ) • ((gap c W 0)⁻¹ * (gap c W d)⁻¹) := by
          rw [Matrix.mul_add, Matrix.add_mul, Matrix.mul_assoc, Matrix.mul_smul,
            Matrix.mul_one, Matrix.smul_mul]
      _ = _ := by rw [mul_nonsing_inv _ (isUnit_iff_ne_zero.mpr hd), Matrix.mul_one]
  have e4 : Pᴴ * (gap c W d)⁻¹ * P = Pᴴ * (gap c W 0)⁻¹ * P
      + (d : ℂ) • (Pᴴ * ((gap c W 0)⁻¹ * (gap c W d)⁻¹) * P) := by
    conv_lhs => rw [e3]
    rw [Matrix.mul_add, Matrix.add_mul, Matrix.mul_smul, Matrix.smul_mul]
  unfold zora response
  rw [e4]
  push_cast
  module
```

## From the small component to the slope

The expectation value of K(0) is 1 + s. The proof writes s as an inner product and uses the Hermiticity of G(0) to move one inverse across.

```lean
/-- For Hermitian `W` and a unit orbital, the expectation value of the response at zero shift
is one plus the squared norm of the small component. -/
theorem response_expectation (hW : W.IsHermitian) {x : n → ℂ} (hx : star x ⬝ᵥ x = 1) :
    star x ⬝ᵥ (response c W P 0 *ᵥ x) = ((1 + smallWeight c W P x : ℝ) : ℂ) := by
  have h1 : ((smallWeight c W P x : ℝ) : ℂ)
      = star (smallComp c W P x) ⬝ᵥ smallComp c W P x := by
    simp [smallWeight, dotProduct, Complex.conj_mul']
  rw [Complex.ofReal_add, h1, smallComp, star_smul, star_real, smul_dotProduct,
    dotProduct_smul, star_mulVec, star_mulVec, conjTranspose_nonsing_inv, gap_star hW,
    ← dotProduct_mulVec, ← dotProduct_mulVec, response, add_mulVec, one_mulVec,
    dotProduct_add, hx, smul_mulVec, dotProduct_smul, ← mulVec_mulVec, ← mulVec_mulVec,
    ← mulVec_mulVec]
  simp only [smul_eq_mul]
  push_cast
  ring
```

The inverse is continuous at zero shift because it is the adjugate divided by a nonzero determinant. The numerator of the quotient therefore converges.

```lean
lemma response_tendsto (hW : W.IsHermitian) (hG : (gap c W 0).det ≠ 0) {φ : ℝ → n → ℂ}
    (hφ : ContinuousAt φ 0) (hu : star (φ 0) ⬝ᵥ φ 0 = 1) :
    Tendsto (fun d => star (φ 0) ⬝ᵥ (response c W P d *ᵥ φ d)) (𝓝 0)
      (𝓝 ((1 + smallWeight c W P (φ 0) : ℝ) : ℂ)) := by
  have hinv : ContinuousAt (fun d => (gap c W d)⁻¹) 0 := by
    simp only [Matrix.inv_def, Ring.inverse_eq_inv']
    exact ((gap_continuous.matrix_det).continuousAt.inv₀ hG).smul
      (gap_continuous.matrix_adjugate).continuousAt
  have hF : Continuous (fun z : Matrix m m ℂ × (n → ℂ) => star (φ 0) ⬝ᵥ
      ((1 + ((c ^ 2 : ℝ) : ℂ) • (Pᴴ * ((gap c W 0)⁻¹ * z.1) * P)) *ᵥ z.2)) := by
    fun_prop
  have hpair : Tendsto (fun d => ((gap c W d)⁻¹, φ d)) (𝓝 0) (𝓝 ((gap c W 0)⁻¹, φ 0)) :=
    hinv.tendsto.prodMk_nhds hφ.tendsto
  have hcomp := (hF.tendsto ((gap c W 0)⁻¹, φ 0)).comp hpair
  simp only [Function.comp_def] at hcomp
  rw [← response_expectation hW hu]
  simp only [response]
  exact hcomp
```

Here `hl` and `hr` are the projections of H(0)φ(d) and H(d)φ(d) on φ(0). Their difference gives `key`, which equates the complex quotient with the real difference quotient of e. Taking real parts and the limit gives the derivative.

```lean
/-- For Hermitian `V`, `W` and invertible `2c² - W`, a ZORA level moves with a constant potential
shift at a rate that, at zero shift, is one plus the squared norm of its small component. -/
theorem level_hasDerivAt (hV : V.IsHermitian) (hW : W.IsHermitian)
    (hG : (gap c W 0).det ≠ 0) {φ : ℝ → n → ℂ} {e : ℝ → ℝ} (h : IsLevel c V W P φ e) :
    HasDerivAt e (1 + smallWeight c W P (φ 0)) 0 := by
  have hdet : ∀ᶠ d in 𝓝 (0 : ℝ), (gap c W d).det ≠ 0 :=
    (gap_continuous.matrix_det).continuousAt.eventually_ne hG
  have hk := response_tendsto (P := P) hW hG h.cont h.unit
  have hS : Continuous (fun x : n → ℂ => star (φ 0) ⬝ᵥ x) := by fun_prop
  have hs : Tendsto (fun d => star (φ 0) ⬝ᵥ φ d) (𝓝 0) (𝓝 1) := by
    rw [← h.unit]
    exact (hS.tendsto (φ 0)).comp h.cont.tendsto
  have hq : Tendsto (fun d => ((star (φ 0) ⬝ᵥ (response c W P d *ᵥ φ d)) /
      (star (φ 0) ⬝ᵥ φ d)).re) (𝓝 0)
      (𝓝 (((1 + smallWeight c W P (φ 0) : ℝ) : ℂ) / 1).re) :=
    (Complex.continuous_re.tendsto _).comp (hk.div hs one_ne_zero)
  rw [div_one, Complex.ofReal_re] at hq
  rw [hasDerivAt_iff_tendsto_slope]
  refine (hq.mono_left nhdsWithin_le_nhds).congr' ?_
  filter_upwards [self_mem_nhdsWithin, nhdsWithin_le_nhds h.eigen, nhdsWithin_le_nhds hdet,
    nhdsWithin_le_nhds (hs.eventually_ne one_ne_zero)] with d hd he hg hsd
  have hdc : (d : ℂ) ≠ 0 := Complex.ofReal_ne_zero.mpr hd
  -- project the eigenvalue equation at shift `d` on the unshifted orbital
  have hl : star (φ 0) ⬝ᵥ (zora c V W P 0 *ᵥ φ d) = (e 0 : ℂ) * (star (φ 0) ⬝ᵥ φ d) := by
    have hv : star (φ 0) ᵥ* zora c V W P 0 = star (zora c V W P 0 *ᵥ φ 0) := by
      rw [star_mulVec, (zora_isHermitian hV hW 0).eq]
    rw [dotProduct_mulVec, hv, h.eigen.self_of_nhds, star_smul, star_real, smul_dotProduct,
      smul_eq_mul]
  have hr : star (φ 0) ⬝ᵥ (zora c V W P d *ᵥ φ d) = (e d : ℂ) * (star (φ 0) ⬝ᵥ φ d) := by
    rw [he, dotProduct_smul, smul_eq_mul]
  rw [zora_shift hG hg, add_mulVec, dotProduct_add, hl, smul_mulVec, dotProduct_smul,
    smul_eq_mul] at hr
  have key : (star (φ 0) ⬝ᵥ (response c W P d *ᵥ φ d)) / (star (φ 0) ⬝ᵥ φ d)
      = ((slope e 0 d : ℝ) : ℂ) := by
    rw [slope_def_field, div_eq_iff hsd, sub_zero, Complex.ofReal_div, div_mul_eq_mul_div,
      eq_div_iff hdc, Complex.ofReal_sub]
    linear_combination hr
  exact (congrArg Complex.re key).trans (Complex.ofReal_re _)
```

## The Coulomb tail and its sign

The chain rule differentiates each e_i(−qt) at t = 0. Inserting t = 1/R turns the difference quotient of their sum into R(Σe_i(−q/R) − Σe_i(0)); `hval` then carries out the cancellation with Nq.

```lean
/-- For Hermitian `V`, `W` and invertible `2c² - W`, the ZORA interaction energy of a neutral atom
with a charge `q` at distance `R`, times `R`, tends as `R → ∞` to `-q` times the summed squared
norms of the small components. -/
theorem spurious_coulomb_tail (hV : V.IsHermitian) (hW : W.IsHermitian)
    (hG : (gap c W 0).det ≠ 0) {N : ℕ} {φ : Fin N → ℝ → n → ℂ} {e : Fin N → ℝ → ℝ}
    (h : ∀ i, IsLevel c V W P (φ i) (e i)) (q : ℝ) :
    Tendsto (fun R => R * (totalEnergy e q R - ∑ i, e i 0)) atTop
      (𝓝 (-q * ∑ i, smallWeight c W P (φ i 0))) := by
  have hlin : HasDerivAt (fun t : ℝ => -q * t) (-q) 0 := by
    simpa using (hasDerivAt_id' (0 : ℝ)).const_mul (-q)
  have hi : ∀ i, HasDerivAt (fun t => e i (-q * t))
      ((1 + smallWeight c W P (φ i 0)) * -q) 0 := fun i =>
    HasDerivAt.comp (0 : ℝ) (by rw [mul_zero]; exact level_hasDerivAt hV hW hG (h i)) hlin
  have hsum := HasDerivAt.fun_sum (u := Finset.univ) (fun i _ => hi i)
  rw [hasDerivAt_iff_tendsto_slope] at hsum
  -- insert `t = 1/R`
  have hR : Tendsto (fun R : ℝ => R⁻¹) atTop (𝓝[≠] 0) :=
    tendsto_nhdsWithin_iff.mpr ⟨tendsto_inv_atTop_zero,
      (eventually_ne_atTop 0).mono fun R hR => inv_ne_zero hR⟩
  have hlim := (hsum.comp hR).add_const ((N : ℝ) * q)
  have hval : ∑ i, (1 + smallWeight c W P (φ i 0)) * -q + (N : ℝ) * q
      = -q * ∑ i, smallWeight c W P (φ i 0) := by
    rw [← Finset.sum_mul, Finset.sum_add_distrib]
    simp only [Finset.sum_const, Finset.card_univ, Fintype.card_fin, nsmul_eq_mul, mul_one]
    ring
  rw [hval] at hlim
  refine hlim.congr' ?_
  filter_upwards [eventually_ne_atTop (0 : ℝ)] with R hR0
  simp only [Function.comp_apply, slope_def_field, totalEnergy, mul_zero, sub_zero,
    div_inv_eq_mul, ← div_eq_mul_inv]
  field_simp
  ring
```

For the strict inequality, a vanishing small component would force Pφ_i(0) = 0, since c ≠ 0 and G(0) is invertible. So Σs_i > 0, the limit is negative, and at large positive R the energy difference must be negative too.

```lean
/-- For Hermitian `V`, `W` and invertible `2c² - W`, with `q > 0`, `c ≠ 0` and `P φ ≠ 0` for some
occupied orbital `φ` of the isolated atom, the ZORA energy at every large enough distance lies below
that of the isolated atom. -/
theorem spurious_attraction (hV : V.IsHermitian) (hW : W.IsHermitian)
    (hG : (gap c W 0).det ≠ 0) {N : ℕ} {φ : Fin N → ℝ → n → ℂ} {e : Fin N → ℝ → ℝ}
    (h : ∀ i, IsLevel c V W P (φ i) (e i)) {q : ℝ} (hq : 0 < q) (hc : c ≠ 0)
    (hP : ∃ i, P *ᵥ φ i 0 ≠ 0) :
    ∀ᶠ R in atTop, totalEnergy e q R < ∑ i, e i 0 := by
  have hnn : ∀ i, 0 ≤ smallWeight c W P (φ i 0) := fun i =>
    Finset.sum_nonneg fun k _ => sq_nonneg _
  obtain ⟨i, hi⟩ := hP
  have hpos : 0 < smallWeight c W P (φ i 0) := by
    refine lt_of_le_of_ne (hnn i) fun h0 => hi ?_
    have hz : smallComp c W P (φ i 0) = 0 := by
      funext k
      have hk := (Finset.sum_eq_zero_iff_of_nonneg
        (fun k _ => sq_nonneg ‖smallComp c W P (φ i 0) k‖)).mp h0.symm k (Finset.mem_univ k)
      exact norm_eq_zero.mp (pow_eq_zero_iff two_ne_zero |>.mp hk)
    have hy := (smul_eq_zero.mp hz).resolve_left (Complex.ofReal_ne_zero.mpr hc)
    rw [← one_mulVec (P *ᵥ φ i 0), ← mul_nonsing_inv _ (isUnit_iff_ne_zero.mpr hG),
      ← mulVec_mulVec, hy, mulVec_zero]
  have hS : 0 < ∑ i, smallWeight c W P (φ i 0) :=
    Finset.sum_pos' (fun i _ => hnn i) ⟨i, Finset.mem_univ i, hpos⟩
  have hneg : -q * ∑ i, smallWeight c W P (φ i 0) < 0 := by nlinarith [mul_pos hq hS]
  filter_upwards [(spurious_coulomb_tail hV hW hG h q).eventually_lt_const hneg,
    eventually_gt_atTop (0 : ℝ)] with R h1 h2
  by_contra h3
  exact absurd h1 (not_lt_of_ge (mul_nonneg h2.le (sub_nonneg.mpr (not_lt.mp h3))))
```

Real diagonal matrices of any size provide explicit levels. Each basis vector stays an eigenvector under small shifts, with the energy of the single-level example.

```lean
/-- For diagonal `V`, `W`, `P` with real diagonal entries `v`, `w`, `p` and every `w` below `2c²`,
each basis vector is a ZORA level with energy `v + d + c² p² / (2c² - d - w)`. -/
theorem isLevel_witness (c : ℝ) (v w p : n → ℝ) (hw : ∀ k, w k < 2 * c ^ 2) (i : n) :
    IsLevel c (diagonal fun k => (v k : ℂ)) (diagonal fun k => (w k : ℂ))
      (diagonal fun k => (p k : ℂ)) (fun _ => Pi.single i 1)
      (fun d => v i + d + c ^ 2 * p i ^ 2 / (2 * c ^ 2 - d - w i)) := by
  refine ⟨continuousAt_const, by simp, ?_⟩
  have hev : ∀ᶠ d in 𝓝 (0 : ℝ), ∀ k, d < 2 * c ^ 2 - w k :=
    eventually_all.mpr fun k => Iio_mem_nhds (sub_pos.mpr (hw k))
  filter_upwards [hev] with d hd
  have hgap : gap c (diagonal fun k => (w k : ℂ)) d
      = diagonal fun k => ((2 * c ^ 2 - d - w k : ℝ) : ℂ) := by
    ext a b
    rcases eq_or_ne a b with rfl | hab
    · simp [gap]
    · simp [gap, hab]
  have hinv : (gap c (diagonal fun k => (w k : ℂ)) d)⁻¹
      = diagonal fun k => ((2 * c ^ 2 - d - w k : ℝ) : ℂ)⁻¹ := by
    apply inv_eq_right_inv
    rw [hgap, diagonal_mul_diagonal, ← diagonal_one]
    congr 1
    funext k
    exact mul_inv_cancel₀ (Complex.ofReal_ne_zero.mpr (by linarith [hd k] : (0 : ℝ) < _).ne')
  rw [zora, hinv, diagonal_conjTranspose, diagonal_mul_diagonal, diagonal_mul_diagonal,
    mulVec_single_one]
  ext k
  rcases eq_or_ne k i with rfl | hk
  · simp only [Matrix.col_apply, Matrix.add_apply, Matrix.smul_apply, diagonal_apply_eq,
      one_apply_eq, Pi.smul_apply, Pi.single_eq_same, Pi.star_apply, smul_eq_mul, star_real]
    push_cast
    ring
  · simp [hk]

end

end ZoraSpuriousAttraction
```

```lean
#print axioms ZoraSpuriousAttraction.spurious_attraction
```

```
'ZoraSpuriousAttraction.spurious_attraction' depends on axioms: [propext, Classical.choice, Quot.sound]
```
